# Missing dipole strength bounds the truncation error of a finite sum-over-states polarizability

Take a finite spectrum with a non-degenerate ground state and excitation energies $0<w_1\le\dots\le w_K$. If only the first $M<K$ excited states are kept in the static polarizability, the error satisfies

$$\frac{2R}{w_K}\;\le\;\alpha-\alpha_M\;\le\;\frac{2R}{w_{M+1}},$$

where $R$ is the dipole strength of the omitted states. Closure within the finite state space gives $R$ without computing the omitted states.

## Polarizability and missing strength

Let $b_0,\dots,b_K$ be an orthonormal basis of a finite-dimensional state space, with energies $\varepsilon_n$, and let $D$ be one Cartesian component of the dipole operator, projected onto that space. Write $x_n=\langle b_n,Db_0\rangle$, $w_n=\varepsilon_n-\varepsilon_0$ and $m=M+1$ for the first omitted state. In atomic units,

$$\alpha=2\sum_{n=1}^{K}\frac{|x_n|^2}{w_n},\qquad \alpha_M=2\sum_{0<n<m}\frac{|x_n|^2}{w_n},$$

$$R=\|Db_0\|^2-|x_0|^2-\sum_{0<n<m}|x_n|^2 .$$

For a configuration-interaction calculation, whose states are orthonormal eigenvectors of the Hamiltonian in one fixed space of determinants, this turns a list of low-lying states into an interval for the error relative to the full sum in that space, provided that $w_m$ and $w_K$ are also known. Here $\|Db_0\|^2$ must be computed with the projected $D$: the expectation value of the squared, unprojected dipole operator also counts strength outside the space, and can make the lower bound false.

## Closure and the two bounds

Parseval's identity reads $\sum_{n=0}^K|x_n|^2=\|Db_0\|^2$. Subtracting the ground-state and retained terms gives $R=\sum_{n\ge m}|x_n|^2$. The retained terms also cancel in the error:

$$\alpha-\alpha_M=2\sum_{n\ge m}\frac{|x_n|^2}{w_n}.$$

For each omitted state $0<w_m\le w_n\le w_K$, so

$$\frac{|x_n|^2}{w_K}\le\frac{|x_n|^2}{w_n}\le\frac{|x_n|^2}{w_m}.$$

Summing over $n\ge m$ and doubling gives the result. The upper bound is attained exactly when every non-negative difference $|x_n|^2(1/w_m-1/w_n)$ vanishes, that is, when each omitted state has $x_n=0$ or $\varepsilon_n=\varepsilon_m$.

The midpoint of the bounds is $R(1/w_m+1/w_K)$. Adding it to $\alpha_M$ leaves an error of at most half the interval's width, $R(1/w_m-1/w_K)$.

## The first-order state

Let $\varphi$ solve the Sternheimer equation $(H-\varepsilon_0)\varphi=(D-x_0)b_0$ with $\langle b_0,\varphi\rangle=0$. Projecting on $b_n$ with $n>0$ gives $w_n\langle b_n,\varphi\rangle=x_n$. Inserting a complete set of states,

$$2\,\mathrm{Re}\langle Db_0,\varphi\rangle=2\,\mathrm{Re}\sum_{n>0}\overline{x_n}\,\frac{x_n}{w_n}=\alpha .$$

The error bounds therefore apply to the polarizability obtained from $\varphi$.

## A three-level ladder, and one omitted state

Take energies $0,1,2$ with $x_0=0$ and $x_1=x_2=1$, so $\alpha=2(1+\tfrac12)=3$. With no excited state kept, $m=1$ and $R=2$: the bounds are $2$ and $4$, and the error is $3$. Here the midpoint correction happens to be exact.

With one state kept, $m=K=2$, $\alpha_M=2$ and $R=1$. Both bounds equal $1$, the actual error. In general, when only the top state is omitted, the bounds coincide and $2R/w_K$ is the exact error.

## Reading the formal statement

`Fin (K + 1)` labels the states, and `b` is an orthonormal basis of the complex space `V`, which therefore has dimension $K+1$. There is no continuum. The inner product is conjugate-linear in its first argument.

In `truncation_bounds`, `hε` orders the energies, `gap` makes the ground state non-degenerate, and `hm` says that `m` is an excited state. `missingStrength` is $R$ in its closure form, without reference to omitted states.

The bounds hold for any ordered energy list `ε` whose lowest level is non-degenerate; a Hamiltonian enters only in `polarizability_eq_response`, where `hH` and `eig` make `b` its eigenbasis. That theorem assumes a solution `φ` and does not construct one. `D` may be any linear operator, though the physical reading requires it to be Hermitian.

In Lean 4 with Mathlib:

```lean
import Mathlib

open Finset

namespace PolarizabilityTruncation

noncomputable section

variable {V : Type*} [NormedAddCommGroup V] [InnerProductSpace ℂ V] {K : ℕ}

/-- The dipole matrix element between the state `n` and the ground state `0`. -/
def dipole (b : OrthonormalBasis (Fin (K + 1)) ℂ V) (D : V →ₗ[ℂ] V)
    (n : Fin (K + 1)) : ℂ := inner ℂ (b n) (D (b 0))

/-- The static polarizability as a sum over all excited states, for energies `ε` whose
excited levels all differ from the ground level. -/
def polarizability (b : OrthonormalBasis (Fin (K + 1)) ℂ V) (D : V →ₗ[ℂ] V)
    (ε : Fin (K + 1) → ℝ) : ℝ :=
  2 * ∑ n ∈ Ioi 0, ‖dipole b D n‖ ^ 2 / (ε n - ε 0)

/-- The sum over states restricted to the excited states below `m`, for energies `ε` whose
excited levels all differ from the ground level. -/
def truncated (b : OrthonormalBasis (Fin (K + 1)) ℂ V) (D : V →ₗ[ℂ] V)
    (ε : Fin (K + 1) → ℝ) (m : Fin (K + 1)) : ℝ :=
  2 * ∑ n ∈ Ioo 0 m, ‖dipole b D n‖ ^ 2 / (ε n - ε 0)

/-- The dipole fluctuation of the ground state minus the strength of the excited states below `m`;
for an excited state `m` it is computed without the states from `m` on. -/
def missingStrength (b : OrthonormalBasis (Fin (K + 1)) ℂ V) (D : V →ₗ[ℂ] V)
    (m : Fin (K + 1)) : ℝ :=
  ‖D (b 0)‖ ^ 2 - ‖dipole b D 0‖ ^ 2 - ∑ n ∈ Ioo 0 m, ‖dipole b D n‖ ^ 2

/-- The Sternheimer equation `(H - ε₀) φ = (D - ⟨D⟩) b₀` for the first-order state `φ`,
with `φ` orthogonal to the ground state. -/
def IsResponse (H D : V →ₗ[ℂ] V) (b : OrthonormalBasis (Fin (K + 1)) ℂ V)
    (ε : Fin (K + 1) → ℝ) (φ : V) : Prop :=
  H φ - (ε 0 : ℂ) • φ = D (b 0) - dipole b D 0 • b 0 ∧ inner ℂ (b 0) φ = 0

/-- A sum over all levels is the ground-state term plus the sum over excited states. -/
theorem sum_levels (f : Fin (K + 1) → ℝ) : ∑ n, f n = f 0 + ∑ n ∈ Ioi 0, f n := by
  have hu : (univ : Finset (Fin (K + 1))) = insert 0 (Ioi 0) := by
    ext n
    simp only [mem_univ, mem_insert, mem_Ioi, true_iff]
    exact (eq_or_ne n 0).imp_right Fin.pos_iff_ne_zero.2
  rw [hu, sum_insert (by simp)]

/-- For an excited state `m`, a sum over excited states splits into the states below `m`
and the states from `m` on. -/
theorem sum_excited (f : Fin (K + 1) → ℝ) {m : Fin (K + 1)} (hm : 0 < m) :
    ∑ n ∈ Ioi 0, f n = ∑ n ∈ Ioo 0 m, f n + ∑ n ∈ Ici m, f n := by
  have hs : Ioi 0 = Ioo 0 m ∪ Ici m := by
    ext n
    simp only [mem_Ioi, mem_union, mem_Ioo, mem_Ici]
    constructor
    · intro h
      rcases lt_or_ge n m with h' | h'
      · exact Or.inl ⟨h, h'⟩
      · exact Or.inr h'
    · rintro (h | h)
      · exact h.1
      · exact hm.trans_le h
  have hd : Disjoint (Ioo 0 m) (Ici m) := disjoint_left.2 fun n h1 h2 =>
    not_lt_of_ge (mem_Ici.1 h2) (mem_Ioo.1 h1).2
  rw [hs, sum_union hd]

/-- Closure: for an excited state `m`, the missing strength is the total dipole strength
of the states from `m` on. -/
theorem missingStrength_eq (b : OrthonormalBasis (Fin (K + 1)) ℂ V) (D : V →ₗ[ℂ] V)
    {m : Fin (K + 1)} (hm : 0 < m) :
    missingStrength b D m = ∑ n ∈ Ici m, ‖dipole b D n‖ ^ 2 := by
  -- Parseval's identity for the vector `D b₀`
  have h : ∑ n, ‖dipole b D n‖ ^ 2 = ‖D (b 0)‖ ^ 2 := b.sum_sq_norm_inner_right _
  rw [sum_levels, sum_excited _ hm] at h
  unfold missingStrength
  linarith

/-- For an excited state `m`, the truncation error is the sum over the states from `m` on. -/
theorem error_eq (b : OrthonormalBasis (Fin (K + 1)) ℂ V) (D : V →ₗ[ℂ] V)
    (ε : Fin (K + 1) → ℝ) {m : Fin (K + 1)} (hm : 0 < m) :
    polarizability b D ε - truncated b D ε m =
      2 * ∑ n ∈ Ici m, ‖dipole b D n‖ ^ 2 / (ε n - ε 0) := by
  unfold polarizability truncated
  rw [sum_excited _ hm]
  ring

/-- For ordered energies, a non-degenerate ground state and an excited state `m`, keeping the
excited states below `m` leaves an error between `2R/w_K` and `2R/w_m`, where `R` is the missing
strength and `w_n = ε n - ε 0`. -/
theorem truncation_bounds (b : OrthonormalBasis (Fin (K + 1)) ℂ V) (D : V →ₗ[ℂ] V)
    {ε : Fin (K + 1) → ℝ} (hε : Monotone ε) (gap : ∀ n, 0 < n → ε 0 < ε n)
    {m : Fin (K + 1)} (hm : 0 < m) :
    2 * missingStrength b D m / (ε (Fin.last K) - ε 0)
        ≤ polarizability b D ε - truncated b D ε m ∧
      polarizability b D ε - truncated b D ε m
        ≤ 2 * missingStrength b D m / (ε m - ε 0) := by
  rw [error_eq b D ε hm, missingStrength_eq b D hm]
  constructor
  · -- no excitation energy exceeds the largest one
    rw [mul_div_assoc, sum_div]
    refine mul_le_mul_of_nonneg_left (sum_le_sum fun n hn => ?_) (by norm_num)
    exact div_le_div_of_nonneg_left (sq_nonneg _)
      (sub_pos.2 (gap n (hm.trans_le (mem_Ici.1 hn))))
      (sub_le_sub_right (hε (Fin.le_last n)) _)
  · -- no omitted excitation energy is below the first omitted one
    rw [mul_div_assoc, sum_div]
    refine mul_le_mul_of_nonneg_left (sum_le_sum fun n hn => ?_) (by norm_num)
    exact div_le_div_of_nonneg_left (sq_nonneg _) (sub_pos.2 (gap m hm))
      (sub_le_sub_right (hε (mem_Ici.1 hn)) _)

/-- For ordered energies, a non-degenerate ground state and an excited state `m`, the upper bound
`2R/w_m` on the truncation error is attained exactly when each state from `m` on is dipole-forbidden
or has the energy of `m`. -/
theorem upper_bound_attained_iff (b : OrthonormalBasis (Fin (K + 1)) ℂ V)
    (D : V →ₗ[ℂ] V) {ε : Fin (K + 1) → ℝ} (hε : Monotone ε)
    (gap : ∀ n, 0 < n → ε 0 < ε n) {m : Fin (K + 1)} (hm : 0 < m) :
    polarizability b D ε - truncated b D ε m = 2 * missingStrength b D m / (ε m - ε 0) ↔
      ∀ n, m ≤ n → dipole b D n = 0 ∨ ε n = ε m := by
  have hw : 0 < ε m - ε 0 := sub_pos.2 (gap m hm)
  rw [error_eq b D ε hm, missingStrength_eq b D hm, mul_div_assoc, sum_div,
    mul_right_inj' (two_ne_zero' ℝ), sum_eq_sum_iff_of_le fun n hn =>
      div_le_div_of_nonneg_left (sq_nonneg _) hw (sub_le_sub_right (hε (mem_Ici.1 hn)) _)]
  constructor
  · intro h n hn
    have h1 := h n (mem_Ici.2 hn)
    by_cases hx : dipole b D n = 0
    · exact Or.inl hx
    · right
      have hp : ‖dipole b D n‖ ^ 2 ≠ 0 := pow_ne_zero 2 (norm_ne_zero_iff.2 hx)
      rw [div_eq_div_iff (sub_pos.2 (gap n (hm.trans_le hn))).ne' hw.ne'] at h1
      have h2 := mul_left_cancel₀ hp h1
      linarith
  · intro h n hn
    rcases h n (mem_Ici.1 hn) with hx | he
    · simp [hx]
    · rw [he]

/-- For ordered energies, a non-degenerate ground state and an excited state `m`, adding the
midpoint of the two bounds to the truncated sum leaves an error of at most `R (1/w_m - 1/w_K)`. -/
theorem midpoint_correction (b : OrthonormalBasis (Fin (K + 1)) ℂ V) (D : V →ₗ[ℂ] V)
    {ε : Fin (K + 1) → ℝ} (hε : Monotone ε) (gap : ∀ n, 0 < n → ε 0 < ε n)
    {m : Fin (K + 1)} (hm : 0 < m) :
    |polarizability b D ε - (truncated b D ε m + missingStrength b D m *
        (1 / (ε m - ε 0) + 1 / (ε (Fin.last K) - ε 0)))|
      ≤ missingStrength b D m * (1 / (ε m - ε 0) - 1 / (ε (Fin.last K) - ε 0)) := by
  obtain ⟨h1, h2⟩ := truncation_bounds b D hε gap hm
  have e : ∀ w : ℝ, 2 * missingStrength b D m / w = 2 * (missingStrength b D m * (1 / w)) :=
    fun w => by ring
  rw [e] at h1 h2
  rw [abs_le, mul_add, mul_sub]
  constructor <;> linarith

/-- For a symmetric Hamiltonian with eigenstates `b` and a non-degenerate lowest level, the
response `2 Re ⟨D b₀, φ⟩` of a Sternheimer solution `φ` is the sum over states. -/
theorem polarizability_eq_response {H D : V →ₗ[ℂ] V}
    {b : OrthonormalBasis (Fin (K + 1)) ℂ V} {ε : Fin (K + 1) → ℝ} {φ : V}
    (hH : H.IsSymmetric) (eig : ∀ n, H (b n) = (ε n : ℂ) • b n)
    (gap : ∀ n, 0 < n → ε 0 < ε n) (hφ : IsResponse H D b ε φ) :
    polarizability b D ε = 2 * (inner ℂ (D (b 0)) φ).re := by
  obtain ⟨hs, ho⟩ := hφ
  -- project the Sternheimer equation on an excited state
  have hc : ∀ n, 0 < n →
      inner ℂ (b n) φ = dipole b D n / ((ε n - ε 0 : ℝ) : ℂ) := by
    intro n hn
    have h1 := congrArg (fun v => inner ℂ (b n) v) hs
    simp only [inner_sub_right, inner_smul_right] at h1
    have h2 : inner ℂ (b n) (H φ) = (ε n : ℂ) * inner ℂ (b n) φ := by
      rw [← hH (b n) φ, eig, inner_smul_left, Complex.conj_ofReal]
    have h3 : inner ℂ (b n) (b 0) = 0 := b.orthonormal.2 hn.ne'
    rw [h2, h3] at h1
    rw [eq_div_iff (Complex.ofReal_ne_zero.2 (sub_pos.2 (gap n hn)).ne')]
    push_cast
    unfold dipole
    linear_combination h1
  -- insert a complete set of states
  rw [← b.sum_inner_mul_inner (D (b 0)) φ, Complex.re_sum, sum_levels]
  simp only [ho, mul_zero, Complex.zero_re, zero_add]
  unfold polarizability
  congr 1
  refine sum_congr rfl fun n hn => ?_
  rw [hc n (mem_Ioi.1 hn), ← inner_conj_symm (D (b 0)) (b n)]
  unfold dipole
  rw [← mul_div_assoc, Complex.conj_mul', ← Complex.ofReal_pow, ← Complex.ofReal_div,
    Complex.ofReal_re]

/-- A three-level ladder with energies 0, 1, 2 and a dipole operator coupling the ground
state to both excited states meets the hypotheses, with first-order state `(0, 1, 1/2)`. -/
theorem polarizability_eq_response_witness :
    let H := Matrix.toEuclideanLin (Matrix.diagonal fun n : Fin 3 => ((n : ℕ) : ℂ))
    let D := Matrix.toEuclideanLin !![(0 : ℂ), 1, 1; 1, 0, 0; 1, 0, 0]
    let b := EuclideanSpace.basisFun (Fin 3) ℂ
    let ε : Fin 3 → ℝ := fun n => ((n : ℕ) : ℝ)
    H.IsSymmetric ∧ (∀ n, H (b n) = (ε n : ℂ) • b n) ∧ Monotone ε ∧
      (∀ n, 0 < n → ε 0 < ε n) ∧ IsResponse (K := 2) H D b ε !₂[(0 : ℂ), 1, 1 / 2] := by
  intro H D b ε
  refine ⟨?_, ?_, fun i j h => Nat.cast_le.2 h, fun n h => Nat.cast_lt.2 h, ?_, ?_⟩
  · intro x y
    simp [H, Matrix.toLpLin_apply, PiLp.inner_apply, Fin.sum_univ_succ,
      Matrix.mulVec_diagonal]
    ring
  · intro n
    ext i
    fin_cases n <;> fin_cases i <;>
      simp [H, b, ε, Matrix.toLpLin_apply]
  · ext i
    fin_cases i <;>
      simp [H, D, b, ε, dipole, Matrix.toLpLin_apply, PiLp.inner_apply,
        Fin.sum_univ_succ, Matrix.mulVec, dotProduct]
  · simp [b, PiLp.inner_apply]

end

end PolarizabilityTruncation
```

```lean
#print axioms PolarizabilityTruncation.truncation_bounds
-- 'PolarizabilityTruncation.truncation_bounds' depends on axioms: [propext, Classical.choice, Quot.sound]
#print axioms PolarizabilityTruncation.upper_bound_attained_iff
-- 'PolarizabilityTruncation.upper_bound_attained_iff' depends on axioms: [propext, Classical.choice, Quot.sound]
#print axioms PolarizabilityTruncation.midpoint_correction
-- 'PolarizabilityTruncation.midpoint_correction' depends on axioms: [propext, Classical.choice, Quot.sound]
#print axioms PolarizabilityTruncation.polarizability_eq_response
-- 'PolarizabilityTruncation.polarizability_eq_response' depends on axioms: [propext, Classical.choice, Quot.sound]
```

## From split sums to the response

`sum_levels` and `sum_excited` separate ground, retained and omitted states. With them, `missingStrength_eq` turns Parseval's identity into closure, and `error_eq` cancels the retained terms.

`truncation_bounds` then compares the sums term by term with `sum_le_sum`, using `div_le_div_of_nonneg_left` for the denominators. `upper_bound_attained_iff` uses `sum_eq_sum_iff_of_le`: ordered terms have equal sums only if they agree one by one. `midpoint_correction` follows from the two bounds by linear arithmetic.

In `polarizability_eq_response`, `hc` is the projected Sternheimer equation; symmetry moves `H` onto `b n`, where `eig` applies. `b.sum_inner_mul_inner` inserts the complete set. The last theorem checks the ladder's hypotheses component by component, with $\varphi=(0,1,\tfrac12)$.
